# With equal attempt rates and Boltzmann-accepted upward hops, the active fraction relaxes to the Boltzmann population, below one half

In a surface-hopping simulation, the fraction of trajectories on the upper surface can settle at a value different from the electronic population. Someone who expects the two to agree may take the difference for a sampling error and add trajectories, which doesn't remove it. Someone who closes the gap by accepting every hop gets a worse result: with equal attempt rates both ways, half the trajectories then end on the upper surface, whatever the energy gap and the temperature. In the two-level rate model below, the attempt rate is constant and the electronic population is represented by one half, the value at which attempted hops balance. Rejecting the right share of upward hops then gives the Boltzmann population, and the difference from one half persists at equilibrium.

```lean
import Mathlib

open Filter Topology

namespace FrustratedHops

noncomputable section
```

## Equal attempts, unequal acceptance

Let \(p(t)\) be the active fraction, the share of trajectories on the upper surface at time \(t\). Each trajectory attempts a hop at rate \(k\), whichever surface it is on. A downward hop always succeeds. An upward hop succeeds with probability \(a\) and is otherwise frustrated. The gain is \(ka(1-p)\) and the loss is \(kp\), so

\[ p' = ka(1-p) - kp . \]

The right-hand side is `hopFlux k a p`.

```lean
/-- Net upward flux of the active fraction `p` on the upper surface: hops are attempted at
rate `k` both ways, upward ones are accepted with probability `a`, downward ones always. -/
def hopFlux (k a p : ℝ) : ℝ := k * a * (1 - p) - k * p
```

Let \(D\) be the energy gap and \(\beta = 1/(k_B T)\), with \(k_B\) the Boltzmann constant and \(T\) the temperature. The acceptance is postulated to be \(a = e^{-\beta D}\). It stands for the share of attempted upward hops that find enough kinetic energy to pay for the gap. For thermal velocities along a single direction, with attempts weighted by the speed in that direction, this share is exactly \(e^{-\beta D}\).

```lean
/-- The acceptance factor `exp (-β D)` of an upward hop across an energy gap `D`. -/
def acceptance (β D : ℝ) : ℝ := Real.exp (-β * D)
```

The target is defined independently of the hopping rule, from the energies \(E_0\) and \(E_1\) of the lower and upper levels:

\[ p_B = \frac{e^{-\beta E_1}}{e^{-\beta E_0} + e^{-\beta E_1}} . \]

```lean
/-- Boltzmann population of the upper of two levels with energies `E₀` and `E₁`. -/
def boltzmannUpper (β E₀ E₁ : ℝ) : ℝ :=
  Real.exp (-β * E₁) / (Real.exp (-β * E₀) + Real.exp (-β * E₁))
```

## Exponential relaxation of every solution

Write \(p_* = a/(1+a)\) for the stationary value. The candidate solution with initial value \(p_0\) is

\[ p(t) = p_* + (p_0 - p_*)\,e^{-k(1+a)t} . \]

```lean
/-- Exponential relaxation from `p₀` to `a / (1 + a)` with rate `k (1 + a)`, for `k > 0` and
`a ≥ 0`. -/
def relaxation (k a p₀ t : ℝ) : ℝ :=
  a / (1 + a) + (p₀ - a / (1 + a)) * Real.exp (-(k * (1 + a) * t))
```

To see where it comes from, collect the terms in \(p\) and use \((1+a)p_* = a\):

\[ ka(1-p) - kp = ka - k(1+a)p = -k(1+a)(p - p_*) . \]

The flux is thus a linear restoring term. In the code, `hs` is the identity \((1+a)p_* = a\), and `linear_combination` does the collecting.

```lean
/-- For `a ≥ 0` the net flux is `-(k (1 + a))` times the deviation of `p` from `a / (1 + a)`. -/
theorem hopFlux_eq {a : ℝ} (ha : 0 ≤ a) (k p : ℝ) :
    hopFlux k a p = -(k * (1 + a)) * (p - a / (1 + a)) := by
  have h : 1 + a ≠ 0 := by positivity
  have hs : (1 + a) * (a / (1 + a)) = a := by field_simp
  unfold hopFlux
  linear_combination (-k) * hs
```

Differentiating the candidate gives \(-k(1+a)(p_0 - p_*)e^{-k(1+a)t}\), which is \(-k(1+a)(p(t) - p_*)\), the flux at \(p(t)\). The predicate `HasDerivAt f f' t` says that `f` is differentiable at `t` with derivative `f'`, so the next theorem is the rate equation at an arbitrary time. Its proof differentiates the exponent, then the exponential, then the whole curve.

```lean
/-- For `a ≥ 0` the relaxation curve solves the rate equation, whatever its initial value. -/
theorem relaxation_solves {a : ℝ} (ha : 0 ≤ a) (k p₀ t : ℝ) :
    HasDerivAt (relaxation k a p₀) (hopFlux k a (relaxation k a p₀ t)) t := by
  have h : HasDerivAt (fun s : ℝ => -(k * (1 + a) * s)) (-(k * (1 + a))) t :=
    ((hasDerivAt_id' t).const_mul (k * (1 + a))).fun_neg.congr_deriv (by ring)
  have h2 := (h.exp.const_mul (p₀ - a / (1 + a))).const_add (a / (1 + a))
  refine HasDerivAt.congr_deriv h2 ?_
  rw [hopFlux_eq ha]
  simp only [relaxation]
  ring
```

There are no other solutions. For any solution \(p\), multiply the deviation from \(p_*\) by the integrating factor \(e^{k(1+a)t}\):

\[ \frac{d}{dt}\Big[(p - p_*)e^{k(1+a)t}\Big] = \big[p' + k(1+a)(p - p_*)\big]e^{k(1+a)t} = 0 . \]

The bracket therefore keeps its initial value \(p(0) - p_*\), and multiplying by \(e^{-k(1+a)t}\) gives the relaxation curve. Below, `hg` is the vanishing derivative, `hc` the conserved value, and `he` the fact that the two exponentials multiply to one.

```lean
/-- For `a ≥ 0` every solution of the rate equation is the relaxation curve that starts
from its own initial value. -/
theorem solution_eq_relaxation {k a : ℝ} (ha : 0 ≤ a) {p : ℝ → ℝ}
    (hp : ∀ t, HasDerivAt p (hopFlux k a (p t)) t) (t : ℝ) :
    p t = relaxation k a (p 0) t := by
  -- the deviation times the integrating factor is conserved
  have hg : ∀ s, HasDerivAt
      (fun u => (p u - a / (1 + a)) * Real.exp (k * (1 + a) * u)) 0 s := by
    intro s
    have h : HasDerivAt (fun u : ℝ => k * (1 + a) * u) (k * (1 + a)) s :=
      ((hasDerivAt_id' s).const_mul (k * (1 + a))).congr_deriv (by ring)
    have h2 := ((hp s).sub_const (a / (1 + a))).fun_mul h.exp
    refine HasDerivAt.congr_deriv h2 ?_
    rw [hopFlux_eq ha]
    ring
  have hc := is_const_of_deriv_eq_zero (fun s => (hg s).differentiableAt)
    (fun s => (hg s).deriv) t 0
  simp only [mul_zero, Real.exp_zero, mul_one] at hc
  have he : Real.exp (k * (1 + a) * t) * Real.exp (-(k * (1 + a) * t)) = 1 := by
    rw [← Real.exp_add, add_neg_cancel, Real.exp_zero]
  unfold relaxation
  linear_combination Real.exp (-(k * (1 + a) * t)) * hc - (p t - a / (1 + a)) * he
```

The step from `hg` to `hc` uses Mathlib's `is_const_of_deriv_eq_zero`, which replaces any appeal to a general uniqueness theorem for differential equations. It takes two inputs: the function is differentiable everywhere, and its `deriv` is zero everywhere. The first is needed because `deriv` is set to zero wherever a function has no derivative, so a step function would satisfy the second input alone. The single statement `hg` supplies both, through `.differentiableAt` and `.deriv`. The result is an equality between the values at any two times, here `t` and `0`.

For \(k > 0\) and \(a \ge 0\) the rate \(k(1+a)\) is positive, so the exponential dies out and \(p(t) \to p_*\) from any initial value. `Tendsto p atTop (𝓝 x)` is Lean's form of \(p(t) \to x\) as \(t \to \infty\). The proof takes the limit of the relaxation curve and transfers it to `p` by the preceding theorem.

```lean
/-- For `k > 0` and any constant acceptance `a ≥ 0`, every solution tends to
`a / (1 + a)`. -/
theorem tendsto_stationary {k a : ℝ} (hk : 0 < k) (ha : 0 ≤ a) {p : ℝ → ℝ}
    (hp : ∀ t, HasDerivAt p (hopFlux k a (p t)) t) :
    Tendsto p atTop (𝓝 (a / (1 + a))) := by
  have hr : 0 < k * (1 + a) := by positivity
  have h := Real.tendsto_exp_neg_atTop_nhds_zero.comp (tendsto_id.const_mul_atTop hr)
  have h2 := (h.const_mul (p 0 - a / (1 + a))).const_add (a / (1 + a))
  rw [mul_zero, add_zero] at h2
  exact h2.congr (fun t => (solution_eq_relaxation ha hp t).symm)
```

## The Boltzmann population and one half

With \(D = E_1 - E_0\) we have \(e^{-\beta E_1} = e^{-\beta E_0}a\). Cancelling the common factor \(e^{-\beta E_0}\) gives

\[ p_B = \frac{e^{-\beta E_0}a}{e^{-\beta E_0}(1+a)} = \frac{a}{1+a} = p_* . \]

```lean
/-- The upper Boltzmann population is `a / (1 + a)`, where `a` is the acceptance factor
of the energy gap. -/
theorem boltzmannUpper_eq (β E₀ E₁ : ℝ) :
    boltzmannUpper β E₀ E₁ =
      acceptance β (E₁ - E₀) / (1 + acceptance β (E₁ - E₀)) := by
  have h : Real.exp (-β * E₁) = Real.exp (-β * E₀) * Real.exp (-β * (E₁ - E₀)) := by
    rw [← Real.exp_add]
    congr 1
    ring
  have h2 : Real.exp (-β * E₀) + Real.exp (-β * E₀) * Real.exp (-β * (E₁ - E₀)) =
      Real.exp (-β * E₀) * (1 + Real.exp (-β * (E₁ - E₀))) := by ring
  unfold boltzmannUpper acceptance
  rw [h, h2, mul_div_mul_left _ _ (Real.exp_ne_zero _)]
```

The electronic population \(c\) enters through a balance condition: if every attempt were accepted, a fraction \(c\) on the upper surface would give no net flux. Setting \(a = 1\) in the flux yields

\[ k(1-c) - kc = k(1-2c) = 0, \]

hence \(c = 1/2\), since \(k \neq 0\). For \(\beta > 0\) and \(E_0 < E_1\) the acceptance satisfies \(0 < a < 1\), and

\[ \frac{a}{1+a} < \frac12 \iff 2a < 1 + a \iff a < 1 . \]

In the main theorem, `hc` is the balance condition and `hp` says that `p` obeys the rate equation at every real time. The conclusion has three parts: `p` tends to the Boltzmann population, `c` equals one half, and the Boltzmann population lies strictly below `c`. In the proof, `ha1` is \(a < 1\) and `hc2` is \(c = 1/2\); `div_lt_iff₀` clears the denominator in the last inequality.

```lean
/-- Let `k, β > 0` and `E₀ < E₁`, and let upward hops be accepted with probability
`exp (-β (E₁ - E₀))`. Every active fraction tends to the upper Boltzmann population, which
is strictly below the electronic population `c = 1/2` at which attempted hops balance. -/
theorem frustrated_hops_boltzmann {k β E₀ E₁ c : ℝ} (hk : 0 < k) (hβ : 0 < β)
    (hE : E₀ < E₁) (hc : hopFlux k 1 c = 0) {p : ℝ → ℝ}
    (hp : ∀ t, HasDerivAt p (hopFlux k (acceptance β (E₁ - E₀)) (p t)) t) :
    Tendsto p atTop (𝓝 (boltzmannUpper β E₀ E₁)) ∧
      c = 1 / 2 ∧ boltzmannUpper β E₀ E₁ < c := by
  have ha : 0 < acceptance β (E₁ - E₀) := Real.exp_pos _
  have ha1 : acceptance β (E₁ - E₀) < 1 := by
    have hD : 0 < β * (E₁ - E₀) := mul_pos hβ (sub_pos.mpr hE)
    unfold acceptance
    exact Real.exp_lt_one_iff.mpr (by linarith)
  -- equal attempted fluxes force equal electronic populations
  have hc2 : c = 1 / 2 := by
    have h : k * (1 - 2 * c) = 0 := by
      unfold hopFlux at hc
      linear_combination hc
    rcases mul_eq_zero.mp h with h | h
    · exact absurd h hk.ne'
    · linarith
  rw [boltzmannUpper_eq]
  refine ⟨tendsto_stationary hk ha.le hp, hc2, ?_⟩
  rw [hc2, div_lt_iff₀ (by linarith)]
  linarith
```

For surface-hopping practice this means that, in a two-level model with a constant attempt rate, a lasting difference between active fraction and electronic population is compatible with correct thermal populations. The model propagates neither electronic amplitudes nor nuclei. The constant \(k\), its equality in both directions, the exponential acceptance and the balance condition that stands in for the electronic population are assumptions, whereas in a simulation the amplitudes are propagated and the attempt rates vary along each trajectory.

The size of the difference follows by putting \(x = e^{\beta(E_1-E_0)/2}\), so that \(a = x^{-2}\):

\[ \frac12 - p_B = \frac{1-a}{2(1+a)} = \frac12\,\frac{x - x^{-1}}{x + x^{-1}} = \frac12\tanh\frac{\beta(E_1-E_0)}{2} . \]

The code writes \(a\) as a product of two inverse exponentials, names the exponential `x` with `generalize`, and leaves an identity between rational functions to `field_simp` and `ring`.

```lean
/-- One half minus the upper Boltzmann population equals `tanh (β (E₁ - E₀) / 2) / 2`. -/
theorem population_deficit (β E₀ E₁ : ℝ) :
    1 / 2 - boltzmannUpper β E₀ E₁ = Real.tanh (β * (E₁ - E₀) / 2) / 2 := by
  have h : acceptance β (E₁ - E₀) =
      (Real.exp (β * (E₁ - E₀) / 2))⁻¹ * (Real.exp (β * (E₁ - E₀) / 2))⁻¹ := by
    rw [← Real.exp_neg, ← Real.exp_add, acceptance]
    congr 1
    ring
  rw [boltzmannUpper_eq, h, Real.tanh_eq_sinh_div_cosh, Real.sinh_eq, Real.cosh_eq,
    Real.exp_neg]
  have hx := Real.exp_pos (β * (E₁ - E₀) / 2)
  generalize Real.exp (β * (E₁ - E₀) / 2) = x at hx ⊢
  field_simp
  ring
```

As an instance, take \(\beta(E_1 - E_0) = \ln 3\). Then \(a = 1/3\) and \(p_B = (1/3)/(4/3) = 1/4\). At this value three quarters of the trajectories attempt upward hops, with total rate \(3k/4\); one third of these succeed, which gives \(k/4\) and matches the downward flux \(k \cdot 1/4\). The deficit is \(1/2 - 1/4 = 1/4\), and the formula agrees, because \(\tanh(\tfrac12\ln 3) = (3-1)/(3+1) = 1/2\). An ensemble that starts at \(p(0) = 1/2\) follows \(p(t) = \tfrac14 + \tfrac14 e^{-4kt/3}\).

## The only constant acceptance that gives Boltzmann

Suppose that upward hops are accepted with some other constant \(a \ge 0\), and let \(b = e^{-\beta(E_1-E_0)}\). A solution tends to \(a/(1+a)\), while the Boltzmann population is \(b/(1+b)\). Limits are unique, so if the solution tends to the Boltzmann population, then

\[ \frac{a}{1+a} = \frac{b}{1+b} \;\Longrightarrow\; a(1+b) = b(1+a) \;\Longrightarrow\; a = b . \]

Within this rate equation, then, any other constant acceptance leads to a wrong long-time population. The theorem states the equivalence for each single solution, so one initial value is enough to tell the two cases apart. `tendsto_nhds_unique` equates the limits and `div_eq_div_iff` cross-multiplies; the reverse direction is the limit already found.

```lean
/-- For `k > 0` and a constant acceptance `a ≥ 0`, a solution tends to the upper Boltzmann
population exactly when `a` is the acceptance factor of the energy gap. -/
theorem tendsto_boltzmann_iff {k a β E₀ E₁ : ℝ} (hk : 0 < k) (ha : 0 ≤ a) {p : ℝ → ℝ}
    (hp : ∀ t, HasDerivAt p (hopFlux k a (p t)) t) :
    Tendsto p atTop (𝓝 (boltzmannUpper β E₀ E₁)) ↔ a = acceptance β (E₁ - E₀) := by
  have hb : 0 < acceptance β (E₁ - E₀) := Real.exp_pos _
  rw [boltzmannUpper_eq]
  constructor
  · intro h
    -- limits are unique, and a / (1 + a) determines a
    have h2 := tendsto_nhds_unique (tendsto_stationary hk ha hp) h
    rw [div_eq_div_iff (by positivity) (by positivity)] at h2
    linarith
  · intro h
    rw [← h]
    exact tendsto_stationary hk ha hp

end

end FrustratedHops
```

```lean
#print axioms FrustratedHops.relaxation_solves
#print axioms FrustratedHops.frustrated_hops_boltzmann
#print axioms FrustratedHops.population_deficit
#print axioms FrustratedHops.tendsto_boltzmann_iff
```

```
'FrustratedHops.relaxation_solves' depends on axioms: [propext, Classical.choice, Quot.sound]
'FrustratedHops.frustrated_hops_boltzmann' depends on axioms: [propext, Classical.choice, Quot.sound]
'FrustratedHops.population_deficit' depends on axioms: [propext, Classical.choice, Quot.sound]
'FrustratedHops.tendsto_boltzmann_iff' depends on axioms: [propext, Classical.choice, Quot.sound]
```
